# A unit charge at the centre of a dielectric slab: the matched potential and its screening function

## Equal media on both sides

A slab of permittivity \(e\) fills \(|z|<d/2\), and the medium on both sides has permittivity \(e_1\). The letter \(e\) is Euler's number in exponentials such as \(e^{qz}\) and the permittivity everywhere else, \(e^2\) included. A unit charge sits at \(z=0\). In Gaussian units, the in-plane Fourier component \(\phi(z)=\int V(\mathbf r,z)\,e^{-i\mathbf q\cdot\mathbf r}\,d^2r\) of its potential \(V\), at wavenumber \(q=|\mathbf q|>0\), satisfies \(\phi''=q^2\phi\) away from the charge and the faces. In the upper half of the slab

\[
\phi(z)=a\,e^{qz}+b\,e^{-qz},
\]

and above the slab only \(t\,e^{-qz}\) remains. With \(S=e^{-qd/2}\), continuity of the potential and of the normal displacement at \(z=d/2\) reads

\[
aS^{-1}+bS=tS,\qquad e(aS^{-1}-bS)=-e_1tS .
\]

Eliminating \(t\) gives \((e+e_1)aS^{-1}=(e-e_1)bS\), hence

\[
a=r_1b,\qquad t=(1+n_1)b,\qquad n_1=\frac{e-e_1}{e+e_1},\quad r_1=n_1e^{-qd}.
\]

The face reflects the upward-decaying wave \(b\), which is the charge's own field plus the field reflected from the lower face. By mirror symmetry, half of the displacement jump \(4\pi\) belongs to each side, so \(eq(b-a)=2\pi\). Therefore

\[
\phi(0)=a+b=\frac{2\pi}{q}\,\frac{1+r_1}{e(1-r_1)} .
\]

In the plane of the charge, the vacuum value \(2\pi/q\) is thus divided by the screening function \(e(1-r_1)/(1+r_1)\).

## Different media, and what is stated

Now let the medium below have permittivity \(e_2\), with \(n_2\) and \(r_2\) defined likewise. The lower half of the slab carries \(a'e^{qz}+b'e^{-qz}\), and below it only \(s\,e^{qz}\) remains. For positive \(e,e_1,e_2,d,q\), `central_potential` says that exactly one set of six amplitudes satisfies the matching conditions, and that the Fourier component in the plane of the charge, which the docstring calls the potential at the charge, is

\[
\phi(0)=\frac{2\pi}{q f(q)},\qquad
f(q)=\frac{e(1-r_1r_2)}{(1+r_1)(1+r_2)} .
\]

In Lean, `wave` is the profile in one layer, `contrast` is \(n_j\), `reflect` is \(r_j\) and `screening` is \(f\). `Amplitudes` holds the six coefficients; its fields `above` and `below` are \(t\) and \(s\). `Matches` lists the conditions: two at each face, continuity at the charge, and Gauss's law there. Slopes are actual derivatives of the layer profiles, and the source enters only through the jump \(4\pi\).

The exponential form in each layer and the decay outside are built into the model, so uniqueness is uniqueness of the amplitudes. The media are static, local and isotropic, with sharp faces. Positivity of the permittivities stands for ordinary dielectrics and excludes the sign changes that allow surface resonances.

## Solving at the charge plane

The lower face gives \(b'=r_2a'\) and \(s=(1+n_2)a'\) by reflection in \(z\). The two remaining conditions become

\[
(1+r_1)b=(1+r_2)a',\qquad eq\big[(1-r_2)a'+(1-r_1)b\big]=4\pi .
\]

Multiply the second by \(1+r_2\) and use the first to replace \((1+r_2)a'\):

\[
eq\big[(1-r_2)(1+r_1)+(1-r_1)(1+r_2)\big]b=4\pi(1+r_2).
\]

The bracket equals \(2(1-r_1r_2)\), which is positive because \(|r_j|<1\). With

\[
K=\frac{2\pi}{qe(1-r_1r_2)}
\]

this gives \(b=K(1+r_2)\), and then \(a'=K(1+r_1)\). These values satisfy both conditions, so the solution exists and is unique. Finally \(\phi(0)=(1+r_1)b=K(1+r_1)(1+r_2)=2\pi/(qf)\).

The same argument handles a charge off centre: if its distance to face \(j\) is \(h_j\), replace \(r_j\) by \(n_je^{-2qh_j}\).

## Long and short wavelengths

At \(q=0\) we have \(r_j=n_j\), with

\[
1+n_j=\frac{2e}{e+e_j},\qquad
1-n_1n_2=\frac{2e(e_1+e_2)}{(e+e_1)(e+e_2)},
\]

so \(f(0)=(e_1+e_2)/2\): the slab itself drops out. For the slope, \(\partial f/\partial r_j=-e/(1+r_j)^2\) and \(r_j'(0)=-d\,n_j\), hence

\[
f'(0)=ed\sum_{j=1}^{2}\frac{n_j}{(1+n_j)^2}
=ed\sum_{j=1}^{2}\frac{e^2-e_j^2}{4e^2}
=\frac{d(2e^2-e_1^2-e_2^2)}{4e}.
\]

As \(q\to\infty\) both \(r_j\) vanish and \(f\to e\), the bulk value.

When \(2e^2>e_1^2+e_2^2\), keeping \(f(0)+f'(0)q\) gives the linear screening form used in models of excitons in thin semiconductors, here for a classical slab with local permittivities. With a negative slope the linear form would vanish at a finite \(q\), whereas \(f\) stays positive. The value and slope at \(q=0\) do not bound the error of that form at finite \(q\).

## The Lean file

```lean
import Mathlib

open Filter Topology
open scoped Real

namespace SlabScreening

noncomputable section

/-- Potential profile `a exp(qz) + b exp(-qz)` across a charge-free layer, at in-plane
wavenumber `q`. -/
def wave (q a b z : ℝ) : ℝ := a * Real.exp (q * z) + b * Real.exp (-(q * z))

/-- Dielectric contrast `(e - e') / (e + e')` between the slab and a neighbouring medium,
for `e + e' ≠ 0`. -/
def contrast (e e' : ℝ) : ℝ := (e - e') / (e + e')

/-- Contrast damped over one slab thickness, `n exp(-qd)`, for `e + e' ≠ 0`. -/
def reflect (e e' d q : ℝ) : ℝ := contrast e e' * Real.exp (-(q * d))

/-- The screening function `f(q) = e (1 - r₁ r₂) / ((1 + r₁)(1 + r₂))` with
`r_j = n_j exp(-qd)`, for `e + e_j ≠ 0` and `r_j ≠ -1`. -/
def screening (e e1 e2 d q : ℝ) : ℝ :=
  e * (1 - reflect e e1 d q * reflect e e2 d q) /
    ((1 + reflect e e1 d q) * (1 + reflect e e2 d q))

/-- Amplitudes of the potential: `above` and `below` the slab, `a, b` in its upper half and
`a', b'` in its lower half. -/
@[ext] structure Amplitudes where
  above : ℝ
  a : ℝ
  b : ℝ
  a' : ℝ
  b' : ℝ
  below : ℝ

/-- Electrostatic matching for a unit charge at `z = 0` in a slab `|z| < d/2`: the potential is
continuous, the normal displacement is continuous at both faces and jumps by `4π` at the charge.
Outside the slab only the exponential that decays for `q > 0` is present. -/
structure Matches (e e1 e2 d q : ℝ) (c : Amplitudes) : Prop where
  top : wave q c.a c.b (d / 2) = wave q 0 c.above (d / 2)
  top_flux : e * deriv (wave q c.a c.b) (d / 2) = e1 * deriv (wave q 0 c.above) (d / 2)
  centre : wave q c.a c.b 0 = wave q c.a' c.b' 0
  charge : e * (deriv (wave q c.a' c.b') 0 - deriv (wave q c.a c.b) 0) = 4 * π
  bottom : wave q c.a' c.b' (-(d / 2)) = wave q c.below 0 (-(d / 2))
  bottom_flux : e * deriv (wave q c.a' c.b') (-(d / 2)) =
    e2 * deriv (wave q c.below 0) (-(d / 2))

/-- Common factor `2π / (q e (1 - r₁ r₂))` of the amplitudes, for a nonzero denominator. -/
def prefactor (e e1 e2 d q : ℝ) : ℝ :=
  2 * π / (q * e * (1 - reflect e e1 d q * reflect e e2 d q))

/-- Explicit amplitudes of the slab potential, on the domain of `prefactor` and `contrast`. -/
def slabSolution (e e1 e2 d q : ℝ) : Amplitudes where
  above := (1 + contrast e e1) * (prefactor e e1 e2 d q * (1 + reflect e e2 d q))
  a := reflect e e1 d q * (prefactor e e1 e2 d q * (1 + reflect e e2 d q))
  b := prefactor e e1 e2 d q * (1 + reflect e e2 d q)
  a' := prefactor e e1 e2 d q * (1 + reflect e e1 d q)
  b' := reflect e e2 d q * (prefactor e e1 e2 d q * (1 + reflect e e1 d q))
  below := (1 + contrast e e2) * (prefactor e e1 e2 d q * (1 + reflect e e1 d q))

variable {e e1 e2 d q : ℝ}

/-- The slope of the potential profile in a layer. -/
theorem deriv_wave (q a b z : ℝ) : deriv (wave q a b) z =
    q * (a * Real.exp (q * z) - b * Real.exp (-(q * z))) := by
  have h : HasDerivAt (fun z : ℝ => q * z) q z :=
    ((hasDerivAt_id' z).const_mul q).congr_deriv (by ring)
  have h2 := (h.exp.const_mul a).fun_add (h.fun_neg.exp.const_mul b)
  have h3 : HasDerivAt (wave q a b)
      (q * (a * Real.exp (q * z) - b * Real.exp (-(q * z)))) z :=
    h2.congr_deriv (by ring)
  exact h3.deriv

/-- For positive permittivities and `qd ≥ 0` the damped contrast lies strictly between
`-1` and `1`. -/
theorem reflect_bounds (he : 0 < e) (h1 : 0 < e1) (hqd : 0 ≤ q * d) :
    -1 < reflect e e1 d q ∧ reflect e e1 d q < 1 := by
  have hs : 0 < e + e1 := by positivity
  have hl : -1 < contrast e e1 := by
    unfold contrast
    rw [lt_div_iff₀ hs]
    linarith
  have hu : contrast e e1 < 1 := by
    unfold contrast
    rw [div_lt_iff₀ hs]
    linarith
  have hx : 0 < Real.exp (-(q * d)) := Real.exp_pos _
  have hx1 : Real.exp (-(q * d)) ≤ 1 := Real.exp_le_one_iff.2 (by linarith)
  unfold reflect
  constructor
  · nlinarith [mul_pos (sub_pos.2 hl) hx]
  · nlinarith [mul_pos (sub_pos.2 hu) hx]

/-- At the upper face, for positive permittivities and `q > 0`, the matching conditions say that the
upward-decaying wave `b` is reflected with `n₁ exp(-qd)` and transmitted with `1 + n₁`. -/
theorem upper_interface (he : 0 < e) (h1 : 0 < e1) (hq : 0 < q) (d t a b : ℝ) :
    (wave q a b (d / 2) = wave q 0 t (d / 2) ∧
      e * deriv (wave q a b) (d / 2) = e1 * deriv (wave q 0 t) (d / 2)) ↔
    a = reflect e e1 d q * b ∧ t = (1 + contrast e e1) * b := by
  have hs : e + e1 ≠ 0 := by positivity
  have hn : contrast e e1 * (e + e1) = e - e1 := by
    unfold contrast
    field_simp
  have hx : Real.exp (-(q * d)) = Real.exp (-(q * (d / 2))) ^ 2 := by
    rw [pow_two, ← Real.exp_add]
    congr 1
    ring
  have hES : Real.exp (q * (d / 2)) * Real.exp (-(q * (d / 2))) = 1 := by
    rw [← Real.exp_add, add_neg_cancel, Real.exp_zero]
  have hS : Real.exp (-(q * (d / 2))) ≠ 0 := Real.exp_ne_zero _
  simp only [deriv_wave]
  simp only [wave, reflect, hx]
  generalize Real.exp (-(q * (d / 2))) = S at hES hS ⊢
  generalize Real.exp (q * (d / 2)) = E at hES ⊢
  generalize contrast e e1 = n at hn ⊢
  constructor
  · rintro ⟨h, k⟩
    have k' : e * (a * E - b * S) = -(e1 * (t * S)) :=
      mul_left_cancel₀ hq.ne' (by linear_combination k)
    have ha : a = n * S ^ 2 * b := mul_left_cancel₀ hs (by
      linear_combination S * k' + S * e1 * h - (e + e1) * a * hES - S ^ 2 * b * hn)
    exact ⟨ha, mul_left_cancel₀ hS (by linear_combination E * ha - h + n * b * S * hES)⟩
  · rintro ⟨rfl, rfl⟩
    constructor
    · linear_combination n * b * S * hES
    · linear_combination e * q * n * b * S * hES + q * b * S * hn

/-- At the lower face, for positive permittivities and `q > 0`, the matching conditions say that the
downward-decaying wave `a` is reflected with `n₂ exp(-qd)` and transmitted with `1 + n₂`. -/
theorem lower_interface (he : 0 < e) (h2 : 0 < e2) (hq : 0 < q) (d s a b : ℝ) :
    (wave q a b (-(d / 2)) = wave q s 0 (-(d / 2)) ∧
      e * deriv (wave q a b) (-(d / 2)) = e2 * deriv (wave q s 0) (-(d / 2))) ↔
    b = reflect e e2 d q * a ∧ s = (1 + contrast e e2) * a := by
  -- mirror image of the upper face
  rw [← upper_interface he h2 hq d s b a]
  simp only [deriv_wave]
  simp only [wave, mul_neg, neg_neg]
  constructor
  · rintro ⟨h, k⟩
    exact ⟨by linear_combination h, by linear_combination -k⟩
  · rintro ⟨h, k⟩
    exact ⟨by linear_combination h, by linear_combination -k⟩

/-- For positive permittivities, thickness and wavenumber, the matching conditions hold
exactly for the explicit amplitudes `slabSolution`. -/
theorem matches_iff (he : 0 < e) (h1 : 0 < e1) (h2 : 0 < e2) (hd : 0 < d) (hq : 0 < q)
    (c : Amplitudes) : Matches e e1 e2 d q c ↔ c = slabSolution e e1 e2 d q := by
  obtain ⟨l1, u1⟩ := reflect_bounds he h1 (mul_pos hq hd).le
  obtain ⟨l2, u2⟩ := reflect_bounds he h2 (mul_pos hq hd).le
  have hD : 0 < 1 - reflect e e1 d q * reflect e e2 d q := by
    nlinarith [mul_pos (sub_pos.2 l1) (sub_pos.2 u2), mul_pos (sub_pos.2 u1) (sub_pos.2 l2)]
  have hne : q * e * (1 - reflect e e1 d q * reflect e e2 d q) ≠ 0 := by positivity
  have hK : prefactor e e1 e2 d q *
      (q * e * (1 - reflect e e1 d q * reflect e e2 d q)) = 2 * π :=
    div_mul_cancel₀ _ hne
  constructor
  · intro h
    obtain ⟨ha, ht⟩ := (upper_interface he h1 hq d _ _ _).1 ⟨h.top, h.top_flux⟩
    obtain ⟨hb, hs⟩ := (lower_interface he h2 hq d _ _ _).1 ⟨h.bottom, h.bottom_flux⟩
    have hc := h.centre
    have hg := h.charge
    simp only [deriv_wave, mul_zero, neg_zero, Real.exp_zero, mul_one] at hg
    simp only [wave, mul_zero, neg_zero, Real.exp_zero, mul_one] at hc
    rw [ha, hb] at hc hg
    -- continuity and Gauss's law at the charge fix the two outgoing waves
    have hB : c.b = prefactor e e1 e2 d q * (1 + reflect e e2 d q) :=
      mul_left_cancel₀ hne (by
        linear_combination (1 + reflect e e2 d q) / 2 * hg +
          e * q * (1 - reflect e e2 d q) / 2 * hc - (1 + reflect e e2 d q) * hK)
    have hA : c.a' = prefactor e e1 e2 d q * (1 + reflect e e1 d q) :=
      mul_left_cancel₀ hne (by
        linear_combination (1 + reflect e e1 d q) / 2 * hg -
          e * q * (1 - reflect e e1 d q) / 2 * hc - (1 + reflect e e1 d q) * hK)
    rw [hB] at ha ht
    rw [hA] at hb hs
    exact Amplitudes.ext ht ha hB hA hb hs
  · rintro rfl
    have u := (upper_interface he h1 hq d (slabSolution e e1 e2 d q).above
      (slabSolution e e1 e2 d q).a (slabSolution e e1 e2 d q).b).2 ⟨rfl, rfl⟩
    have l := (lower_interface he h2 hq d (slabSolution e e1 e2 d q).below
      (slabSolution e e1 e2 d q).a' (slabSolution e e1 e2 d q).b').2 ⟨rfl, rfl⟩
    refine ⟨u.1, u.2, ?_, ?_, l.1, l.2⟩
    · simp only [wave, slabSolution, mul_zero, neg_zero, Real.exp_zero, mul_one]
      ring
    · simp only [deriv_wave, slabSolution, mul_zero, neg_zero, Real.exp_zero, mul_one]
      linear_combination 2 * hK

/-- For positive permittivities, thickness and wavenumber, the matching problem of a unit
charge at the centre of the slab has exactly one solution, and the potential at the charge
is `2π / (q f(q))`. -/
theorem central_potential (he : 0 < e) (h1 : 0 < e1) (h2 : 0 < e2) (hd : 0 < d)
    (hq : 0 < q) : (∃! c, Matches e e1 e2 d q c) ∧
      ∀ c, Matches e e1 e2 d q c →
        wave q c.a c.b 0 = 2 * π / (q * screening e e1 e2 d q) := by
  have key := matches_iff he h1 h2 hd hq
  refine ⟨⟨_, (key _).2 rfl, fun c h => (key c).1 h⟩, fun c h => ?_⟩
  rw [(key c).1 h]
  simp only [wave, slabSolution, mul_zero, neg_zero, Real.exp_zero, mul_one, prefactor,
    screening]
  rw [← mul_div_assoc, div_div_eq_mul_div]
  ring

/-- For positive permittivities the long-wavelength screening is the mean of the two
surrounding permittivities. -/
theorem screening_zero (he : 0 < e) (h1 : 0 < e1) (h2 : 0 < e2) (d : ℝ) :
    screening e e1 e2 d 0 = (e1 + e2) / 2 := by
  have s1 : e + e1 ≠ 0 := by positivity
  have s2 : e + e2 ≠ 0 := by positivity
  have a1 : 1 + contrast e e1 = 2 * e / (e + e1) := by
    unfold contrast
    rw [eq_div_iff s1, add_mul, div_mul_cancel₀ _ s1]
    ring
  have a2 : 1 + contrast e e2 = 2 * e / (e + e2) := by
    unfold contrast
    rw [eq_div_iff s2, add_mul, div_mul_cancel₀ _ s2]
    ring
  simp only [screening, reflect, zero_mul, neg_zero, Real.exp_zero, mul_one, a1, a2]
  unfold contrast
  field_simp
  ring

/-- For positive permittivities the screening function starts with slope
`d (2e² - e₁² - e₂²) / (4e)` at `q = 0`. -/
theorem screening_slope (he : 0 < e) (h1 : 0 < e1) (h2 : 0 < e2) (d : ℝ) :
    HasDerivAt (screening e e1 e2 d) (d * (2 * e ^ 2 - e1 ^ 2 - e2 ^ 2) / (4 * e)) 0 := by
  have s1 : e + e1 ≠ 0 := by positivity
  have s2 : e + e2 ≠ 0 := by positivity
  have a1 : 1 + contrast e e1 = 2 * e / (e + e1) := by
    unfold contrast
    rw [eq_div_iff s1, add_mul, div_mul_cancel₀ _ s1]
    ring
  have a2 : 1 + contrast e e2 = 2 * e / (e + e2) := by
    unfold contrast
    rw [eq_div_iff s2, add_mul, div_mul_cancel₀ _ s2]
    ring
  have r0 : ∀ e', reflect e e' d 0 = contrast e e' := fun e' => by simp [reflect]
  have hx : HasDerivAt (fun q : ℝ => -(q * d)) (-d) 0 :=
    ((hasDerivAt_id' (0 : ℝ)).mul_const d).fun_neg.congr_deriv (by ring)
  have hr : ∀ e', HasDerivAt (reflect e e' d) (-(contrast e e' * d)) 0 := fun e' =>
    (hx.exp.const_mul (contrast e e')).congr_deriv (by simp)
  have hne : (1 + reflect e e1 d 0) * (1 + reflect e e2 d 0) ≠ 0 := by
    rw [r0, r0, a1, a2]
    positivity
  -- quotient rule, then the contrasts are written out
  refine (((((hr e1).fun_mul (hr e2)).const_sub 1).const_mul e).fun_div
    (((hr e1).const_add 1).fun_mul ((hr e2).const_add 1)) hne).congr_deriv ?_
  simp only [r0, a1, a2]
  unfold contrast
  field_simp
  ring

/-- For `d > 0` the function `screening` tends to the slab permittivity `e` as `q → ∞`. -/
theorem screening_atTop (e e1 e2 : ℝ) (hd : 0 < d) :
    Tendsto (screening e e1 e2 d) atTop (𝓝 e) := by
  have hx : Tendsto (fun q : ℝ => Real.exp (-(q * d))) atTop (𝓝 0) :=
    Real.tendsto_exp_neg_atTop_nhds_zero.comp (tendsto_id.atTop_mul_const hd)
  have hr : ∀ e', Tendsto (reflect e e' d) atTop (𝓝 0) := fun e' => by
    have h : Tendsto (reflect e e' d) atTop (𝓝 (contrast e e' * 0)) := hx.const_mul _
    rwa [mul_zero] at h
  have h : Tendsto (screening e e1 e2 d) atTop
      (𝓝 (e * (1 - 0 * 0) / ((1 + 0) * (1 + 0)))) :=
    ((((hr e1).mul (hr e2)).const_sub 1).const_mul e).div
      (((hr e1).const_add 1).mul ((hr e2).const_add 1)) (by norm_num)
  simpa using h

/-- With the same medium on both sides, positive permittivities and `qd ≥ 0`, the screening
function is `e (1 - r) / (1 + r)` with `r = n exp(-qd)`. -/
theorem screening_symmetric (he : 0 < e) (h1 : 0 < e1) (hqd : 0 ≤ q * d) :
    screening e e1 e1 d q = e * (1 - reflect e e1 d q) / (1 + reflect e e1 d q) := by
  have hr : 1 + reflect e e1 d q ≠ 0 := by
    have := (reflect_bounds he h1 hqd).1
    linarith
  unfold screening
  rw [div_eq_div_iff (mul_ne_zero hr hr) hr]
  ring

end

end SlabScreening
```

```lean
#print axioms SlabScreening.central_potential
#print axioms SlabScreening.screening_slope
#print axioms SlabScreening.screening_atTop
#print axioms SlabScreening.screening_symmetric
```

```
'SlabScreening.central_potential' depends on axioms: [propext, Classical.choice, Quot.sound]
'SlabScreening.screening_slope' depends on axioms: [propext, Classical.choice, Quot.sound]
'SlabScreening.screening_atTop' depends on axioms: [propext, Classical.choice, Quot.sound]
'SlabScreening.screening_symmetric' depends on axioms: [propext, Classical.choice, Quot.sound]
```

## From the reflection law to the theorems

`deriv_wave` differentiates the exponentials, and `reflect_bounds` proves \(-1<r_j<1\).

`upper_interface` turns the two conditions at the upper face into the equivalent pair \(a=r_1b\), \(t=(1+n_1)b\). It replaces the exponentials by letters `S` and `E` with \(ES=1\); `linear_combination` then performs the elimination, and `mul_left_cancel₀` divides by the nonzero factors \(q\), \(e+e_1\) and \(S\). `lower_interface` reduces to this result by exchanging the two waves, which reverses the sign of the flux equation.

`matches_iff` shows that the matching conditions hold exactly for `slabSolution`. In the forward direction, `hB` and `hA` are the elimination at the charge plane, with `prefactor` as \(K\). In the other direction, the explicit amplitudes are checked against all six conditions. `central_potential` reads off existence, uniqueness and the value at \(z=0\).

`screening_zero` substitutes the contrasts at \(q=0\). `screening_slope` applies the quotient rule to \(f\) as a whole, where the calculation above went through the partial derivatives, and `field_simp` and `ring` simplify the outcome. `screening_atTop` passes the limit \(r_j\to0\) through the quotient. `screening_symmetric` cancels a factor \(1+r_1\) and recovers the screening found for equal media.
